# The Clifford relation alone makes traces of slashed real vectors real, and purely imaginary with $g_5$ inserted

When I sum over the spins in a tree-level QED process, the squared amplitude becomes traces of gamma matrices and slashed momenta. A $g_5$ can appear if a fermion is polarised or, beyond QED, has a chiral coupling. The traces without $g_5$ always come out real, those with a single $g_5$ purely imaginary. The argument I know conjugates the trace and uses the Hermiticity properties of the gamma matrices. But a change of spinor basis that is not unitary can spoil those properties, yet it leaves every trace unchanged, so they should not be needed. Can the claim be derived from the anticommutators alone, for any number of real vectors, and checked by machine?

## Reduction to products of distinct gammas

Yes. Let $g^0,\dots,g^3$ be complex $N\times N$ matrices with

$$g^\mu g^\nu+g^\nu g^\mu=2\eta_\mu\delta_{\mu\nu}\,1,\qquad \eta_0=1,\quad \eta_1=\eta_2=\eta_3=-1.$$

Thus $(g^\mu)^2=\eta_\mu 1$, and different gammas anticommute. For a real vector $a$ put $\slashed a=\sum_\mu\eta_\mu a^\mu g^\mu$, and let $g_5=i\,g^0g^1g^2g^3$. Call a product of gammas a word.

**Every word is a real multiple of a word with distinct factors.** Build the word from the right, and suppose that the part already treated is a real multiple of a word $U$ with distinct factors. Now multiply by $g^\mu$ from the left. If $g^\mu$ is not in $U$, the new word is still distinct. Otherwise $U=S\,g^\mu R$, and moving the new factor through the $|S|$ factors of $S$ gives

$$g^\mu S\,g^\mu R=(-1)^{|S|}S\,g^\mu g^\mu R=(-1)^{|S|}\eta_\mu\,SR .$$

The coefficient is real, and $SR$ has distinct factors.

**A non-empty word $W$ with distinct factors is traceless.** If its length is even, write $W=g^\mu T$. Here $T$ has odd length and does not contain $g^\mu$, so

$$\operatorname{tr}(g^\mu T)=-\operatorname{tr}(Tg^\mu)=-\operatorname{tr}(g^\mu T)=0.$$

If its length is odd, it is not four, so some $g^\nu$ is missing from $W$ and anticommutes with it:

$$\eta_\nu\operatorname{tr}W=\operatorname{tr}(g^\nu g^\nu W)=-\operatorname{tr}(g^\nu Wg^\nu)=-\operatorname{tr}(Wg^\nu g^\nu)=-\eta_\nu\operatorname{tr}W .$$

Since $\eta_\nu\neq0$, the trace vanishes.

The empty word has trace $N$, so every word has a real trace. A product $\slashed a_1\cdots\slashed a_k$ is a real combination of words, and remains one with $g^0g^1g^2g^3$ in front. Both traces are therefore real, and the factor $i$ in $g_5$ makes the second one purely imaginary.

**Small cases.** For $k=0$ the traces are $\operatorname{tr}1=N$ and $\operatorname{tr}g_5=0$; zero counts as purely imaginary. Four vectors can give a non-zero value: $\operatorname{tr}(g_5\,g^0g^1g^2g^3)=-iN$, which is $-4i$ for Dirac matrices.

**Complex vectors break the claim.** Take the circular polarisation vector $\varepsilon=(0,1,i,0)/\sqrt2$ and $b=(0,0,1,0)$. For $4\times4$ matrices $\operatorname{tr}(\slashed\varepsilon\slashed b)=4\,\varepsilon\cdot b=-2\sqrt2\,i$, which is not real.

## What the Lean theorem says

`spin_trace_reality` takes matrices `g` satisfying `IsClifford g` and a list `as` of real four-vectors. It states that the trace of the product of their slashes has imaginary part zero, and that the same trace with `gamma5 g` in front has real part zero.

- The type `n` labels the matrix rows and columns, so $N$ is its number of elements. The statement allows any finite size, but the Clifford relation can be satisfied only if $N$ is a multiple of 4, as in the $4\times4$ case.
- `Fin 4 → ℝ` holds the contravariant components $a^\mu$, and `slash` lowers the index with `metric`. The gammas carry upper indices.
- The list `as` may have any length, which covers every $k$.
- `IsClifford` is the only condition on the matrices.

Three further results accompany it. `conj_chiral_trace` says that complex conjugation turns the trace with $1-g_5$ into the trace with $1+g_5$, and `trace_gamma5_four` gives the value $-iN$ above. `skewGamma_witness` exhibits $4\times4$ matrices that obey the Clifford relation with a non-Hermitian $g^0$.

The setting is finite matrices with exactly four gammas, so the $d$-dimensional algebra of dimensional regularisation is not covered. Within it, the result gives a quick check on traces of products of slashed real vectors, and on linear combinations of such traces with real coefficients: a non-zero imaginary part without $g_5$, or a non-zero real part with one $g_5$ in front, signals an error unless it is mere rounding.

```lean
import Mathlib

open Matrix

namespace SpinTraceReality

noncomputable section

variable {n : Type*} [Fintype n] [DecidableEq n]

/-- The diagonal entries of the Minkowski metric (+,-,-,-). -/
def metric (μ : Fin 4) : ℝ := if μ = 0 then 1 else -1

/-- The Clifford relation for four complex matrices with metric (+,-,-,-). -/
def IsClifford (g : Fin 4 → Matrix n n ℂ) : Prop :=
  ∀ μ ν, g μ * g ν + g ν * g μ = (2 * (if μ = ν then metric μ else 0)) • (1 : Matrix n n ℂ)

/-- The slashed vector: a real four-vector contracted with the gamma matrices. -/
def slash (g : Fin 4 → Matrix n n ℂ) (a : Fin 4 → ℝ) : Matrix n n ℂ :=
  ∑ μ, (metric μ * a μ) • g μ

/-- The chirality matrix `i g0 g1 g2 g3`. -/
def gamma5 (g : Fin 4 → Matrix n n ℂ) : Matrix n n ℂ :=
  Complex.I • (g 0 * g 1 * g 2 * g 3)

/-- The product of gamma matrices along a list of indices. -/
def gammaWord (g : Fin 4 → Matrix n n ℂ) (w : List (Fin 4)) : Matrix n n ℂ :=
  (w.map g).prod

variable {g : Fin 4 → Matrix n n ℂ}

/-- Each gamma matrix squares to its metric sign. -/
theorem IsClifford.sq (h : IsClifford g) (μ : Fin 4) :
    g μ * g μ = metric μ • (1 : Matrix n n ℂ) := by
  have h1 := h μ μ
  rw [if_pos rfl] at h1
  linear_combination (norm := module) (1 / 2 : ℝ) • h1

/-- Two different gamma matrices anticommute. -/
theorem IsClifford.anticomm (h : IsClifford g) {μ ν : Fin 4} (hne : μ ≠ ν) :
    g μ * g ν = -(g ν * g μ) := by
  have h1 : g μ * g ν + g ν * g μ = 0 := by
    rw [h μ ν, if_neg hne, mul_zero, zero_smul]
  exact eq_neg_of_add_eq_zero_left h1

/-- A gamma matrix passes through a product of other gamma matrices with one sign per factor. -/
theorem IsClifford.pass (h : IsClifford g) {μ : Fin 4} {w : List (Fin 4)} (hw : μ ∉ w) :
    g μ * gammaWord g w = (-1 : ℝ) ^ w.length • (gammaWord g w * g μ) := by
  induction w with
  | nil => simp [gammaWord]
  | cons ν t ih =>
    have hne : μ ≠ ν := fun e => hw (by simp [e])
    have ht : μ ∉ t := fun e => hw (List.mem_cons_of_mem ν e)
    have hc : gammaWord g (ν :: t) = g ν * gammaWord g t := by simp [gammaWord]
    rw [hc, ← mul_assoc, h.anticomm hne, neg_mul, mul_assoc (g ν) (g μ), ih ht,
      mul_smul_comm, List.length_cons, pow_succ, mul_neg_one, neg_smul, mul_assoc (g ν)]

/-- Every product of gamma matrices is a real multiple of a product of distinct ones. -/
theorem IsClifford.reduce (h : IsClifford g) (w : List (Fin 4)) :
    ∃ (c : ℝ) (u : List (Fin 4)), u.Nodup ∧ gammaWord g w = c • gammaWord g u := by
  induction w with
  | nil => exact ⟨1, [], List.nodup_nil, by rw [one_smul]⟩
  | cons m t ih =>
    obtain ⟨c, u, hu, e⟩ := ih
    have hc : ∀ v, gammaWord g (m :: v) = g m * gammaWord g v := fun v => by simp [gammaWord]
    by_cases hm : m ∈ u
    · -- the repeated gamma is moved next to its partner and squared away
      obtain ⟨s, r, rfl⟩ := List.append_of_mem hm
      have hn := List.nodup_cons.1 (List.nodup_middle.1 hu)
      have hs : m ∉ s := fun hx => hn.1 (List.mem_append_left r hx)
      have ha : ∀ v, gammaWord g (s ++ v) = gammaWord g s * gammaWord g v :=
        fun v => by simp [gammaWord]
      have key : g m * gammaWord g (s ++ m :: r)
          = ((-1 : ℝ) ^ s.length * metric m) • gammaWord g (s ++ r) := by
        calc g m * gammaWord g (s ++ m :: r)
            = (g m * gammaWord g s) * (g m * gammaWord g r) := by rw [ha, hc, mul_assoc]
          _ = (-1 : ℝ) ^ s.length • (gammaWord g s * (g m * g m) * gammaWord g r) := by
              rw [h.pass hs, smul_mul_assoc]
              simp only [mul_assoc]
          _ = _ := by
              rw [h.sq, mul_smul_comm, mul_one, smul_mul_assoc, smul_smul, ha]
      exact ⟨c * ((-1) ^ s.length * metric m), s ++ r, hn.2, by
        rw [hc, e, mul_smul_comm, key, smul_smul]⟩
    · exact ⟨c, m :: u, List.nodup_cons.2 ⟨hm, hu⟩, by rw [hc, e, mul_smul_comm, hc]⟩

/-- A non-empty product of distinct gamma matrices is traceless. -/
theorem IsClifford.trace_distinct (h : IsClifford g) {w : List (Fin 4)} (hw : w.Nodup)
    (hne : w ≠ []) : (gammaWord g w).trace = 0 := by
  rcases Nat.even_or_odd w.length with he | ho
  · -- even length: the first factor anticommutes with the rest
    cases w with
    | nil => exact absurd rfl hne
    | cons m t =>
      have ht : Odd t.length := by
        rw [List.length_cons] at he
        obtain ⟨k, hk⟩ := he
        exact ⟨k - 1, by omega⟩
      have h1 := h.pass (List.nodup_cons.1 hw).1
      rw [ht.neg_one_pow, neg_one_smul] at h1
      have hc : gammaWord g (m :: t) = g m * gammaWord g t := by simp [gammaWord]
      have h2 : (g m * gammaWord g t).trace = -(g m * gammaWord g t).trace := by
        conv_lhs => rw [h1, Matrix.trace_neg, Matrix.trace_mul_comm]
      rw [hc]
      exact self_eq_neg.1 h2
  · -- odd length: some gamma is missing, and it anticommutes with the product
    have hex : ∃ ν, ν ∉ w := by
      by_contra hall
      push Not at hall
      have hu : w.toFinset = Finset.univ := by ext x; simp [hall x]
      have h4 : w.length = 4 := by
        rw [← List.toFinset_card_of_nodup hw, hu]; simp
      obtain ⟨k, hk⟩ := ho
      omega
    obtain ⟨ν, hν⟩ := hex
    have h1 := h.pass hν
    rw [ho.neg_one_pow, neg_one_smul] at h1
    have h2 : metric ν • (gammaWord g w).trace = -(metric ν • (gammaWord g w).trace) := by
      calc metric ν • (gammaWord g w).trace = (g ν * (g ν * gammaWord g w)).trace := by
            rw [← mul_assoc, h.sq, smul_mul_assoc, one_mul, Matrix.trace_smul]
        _ = -(g ν * (gammaWord g w * g ν)).trace := by rw [h1, mul_neg, Matrix.trace_neg]
        _ = _ := by
            rw [Matrix.trace_mul_comm, mul_assoc, h.sq, mul_smul_comm, mul_one,
              Matrix.trace_smul]
    exact (smul_eq_zero.1 (self_eq_neg.1 h2)).resolve_left
      (by unfold metric; split_ifs <;> norm_num)

/-- A product of gamma matrices followed by slashed real vectors has a real trace. -/
theorem IsClifford.trace_word_slash (h : IsClifford g) (as : List (Fin 4 → ℝ)) :
    ∀ w, (gammaWord g w * (as.map (slash g)).prod).trace.im = 0 := by
  induction as with
  | nil =>
    intro w
    obtain ⟨c, u, hu, e⟩ := h.reduce w
    rw [List.map_nil, List.prod_nil, mul_one, e, Matrix.trace_smul, Complex.smul_im]
    by_cases h0 : u = []
    · simp [h0, gammaWord, Matrix.trace_one]
    · simp [h.trace_distinct hu h0]
  | cons a as ih =>
    intro w
    -- expand the first slash into gamma matrices and absorb each into the word
    have hx : ∀ X : Matrix n n ℂ, gammaWord g w * (slash g a * X)
        = ∑ μ, (metric μ * a μ) • (gammaWord g (w ++ [μ]) * X) := by
      intro X
      simp only [slash, Finset.sum_mul, Finset.mul_sum, smul_mul_assoc, mul_smul_comm]
      refine Finset.sum_congr rfl fun μ _ => ?_
      simp [gammaWord, mul_assoc]
    rw [List.map_cons, List.prod_cons, hx, Matrix.trace_sum, Complex.im_sum]
    refine Finset.sum_eq_zero fun μ _ => ?_
    rw [Matrix.trace_smul, Complex.smul_im, ih, smul_zero]

/-- For any number of real vectors, the trace of the product of their slashes is real, and
the trace with `gamma5` in front is purely imaginary. -/
theorem spin_trace_reality (h : IsClifford g) (as : List (Fin 4 → ℝ)) :
    ((as.map (slash g)).prod).trace.im = 0 ∧
      (gamma5 g * (as.map (slash g)).prod).trace.re = 0 := by
  constructor
  · have h1 := h.trace_word_slash as []
    rwa [gammaWord, List.map_nil, List.prod_nil, one_mul] at h1
  · have h1 := h.trace_word_slash as [0, 1, 2, 3]
    have hw : gammaWord g [0, 1, 2, 3] = g 0 * g 1 * g 2 * g 3 := by
      simp [gammaWord, mul_assoc]
    rw [hw] at h1
    rw [gamma5, smul_mul_assoc, Matrix.trace_smul, smul_eq_mul, Complex.mul_re, h1,
      Complex.I_re, zero_mul, mul_zero, sub_zero]

/-- Complex conjugation turns a spin trace with `1 - gamma5` into the one with `1 + gamma5`. -/
theorem conj_chiral_trace (h : IsClifford g) (as : List (Fin 4 → ℝ)) :
    starRingEnd ℂ (((1 - gamma5 g) * (as.map (slash g)).prod).trace)
      = ((1 + gamma5 g) * (as.map (slash g)).prod).trace := by
  obtain ⟨h1, h2⟩ := spin_trace_reality h as
  rw [sub_mul, add_mul, one_mul, Matrix.trace_sub, Matrix.trace_add]
  apply Complex.ext
  · simp only [Complex.conj_re, Complex.sub_re, Complex.add_re]
    linarith
  · simp only [Complex.conj_im, Complex.sub_im, Complex.add_im]
    linarith

/-- The trace of `gamma5 g0 g1 g2 g3` is `-i` times the matrix size. -/
theorem trace_gamma5_four (h : IsClifford g) :
    (gamma5 g * (g 0 * g 1 * g 2 * g 3)).trace = -(Complex.I * (Fintype.card n : ℂ)) := by
  have s0 : g 0 * g 0 = 1 := by simpa [metric] using h.sq 0
  have s1 : g 1 * g 1 = -1 := by simpa [metric] using h.sq 1
  have s2 : g 2 * g 2 = -1 := by simpa [metric] using h.sq 2
  have s3 : g 3 * g 3 = -1 := by simpa [metric] using h.sq 3
  -- the pairs g2 g3 and g0 g1 commute
  have hc : g 2 * g 3 * (g 0 * g 1) = g 0 * g 1 * (g 2 * g 3) := by
    calc g 2 * g 3 * (g 0 * g 1) = g 2 * (g 3 * g 0) * g 1 := by noncomm_ring
      _ = -((g 2 * g 0) * (g 3 * g 1)) := by
          rw [h.anticomm (show (3 : Fin 4) ≠ 0 by decide)]; noncomm_ring
      _ = -(g 0 * (g 2 * g 1) * g 3) := by
          rw [h.anticomm (show (2 : Fin 4) ≠ 0 by decide),
            h.anticomm (show (3 : Fin 4) ≠ 1 by decide)]; noncomm_ring
      _ = g 0 * g 1 * (g 2 * g 3) := by
          rw [h.anticomm (show (2 : Fin 4) ≠ 1 by decide)]; noncomm_ring
  have hsq : g 0 * g 1 * g 2 * g 3 * (g 0 * g 1 * g 2 * g 3) = -1 := by
    calc g 0 * g 1 * g 2 * g 3 * (g 0 * g 1 * g 2 * g 3)
        = g 0 * g 1 * (g 2 * g 3 * (g 0 * g 1)) * (g 2 * g 3) := by noncomm_ring
      _ = g 0 * (g 1 * g 0) * g 1 * (g 2 * (g 3 * g 2) * g 3) := by rw [hc]; noncomm_ring
      _ = (g 0 * g 0) * (g 1 * g 1) * ((g 2 * g 2) * (g 3 * g 3)) := by
          rw [h.anticomm (show (1 : Fin 4) ≠ 0 by decide),
            h.anticomm (show (3 : Fin 4) ≠ 2 by decide)]; noncomm_ring
      _ = -1 := by rw [s0, s1, s2, s3]; noncomm_ring
  rw [gamma5, smul_mul_assoc, hsq, Matrix.trace_smul, Matrix.trace_neg, Matrix.trace_one,
    smul_eq_mul, mul_neg]

/-- The 2 by 2 identity followed by the three Pauli matrices. -/
def pauli : Fin 4 → Matrix (Fin 2) (Fin 2) ℂ :=
  ![!![1, 0; 0, 1], !![0, 1; 1, 0], !![0, -Complex.I; Complex.I, 0], !![1, 0; 0, -1]]

/-- Chiral gamma matrices with the two chiral components rescaled relative to each other. -/
def skewGamma (μ : Fin 4) : Matrix (Fin 2 ⊕ Fin 2) (Fin 2 ⊕ Fin 2) ℂ :=
  fromBlocks 0 ((2 : ℝ) • pauli μ) ((metric μ / 2) • pauli μ) 0

set_option maxHeartbeats 400000 in
/-- The matrices `skewGamma` obey the Clifford relation, and their time component is not
Hermitian. -/
theorem skewGamma_witness : IsClifford skewGamma ∧ ¬ (skewGamma 0).IsHermitian := by
  constructor
  · have q : ∀ μ, metric μ * metric μ = 1 := by
      intro μ
      unfold metric
      split_ifs <;> norm_num
    -- squares and exchange relations of the Pauli matrices
    have hS : ∀ μ, pauli μ * pauli μ = 1 := by
      intro μ
      fin_cases μ <;> ext i j <;> fin_cases i <;> fin_cases j <;>
        simp [pauli, Matrix.mul_apply, Fin.sum_univ_two]
    have hC : ∀ μ ν, μ ≠ ν →
        pauli μ * pauli ν = (-(metric μ * metric ν)) • (pauli ν * pauli μ) := by
      intro μ ν hne
      fin_cases μ <;> fin_cases ν <;> first
        | exact absurd rfl hne
        | (ext i j
           fin_cases i <;> fin_cases j <;>
             simp [pauli, metric, Matrix.mul_apply, Fin.sum_univ_two])
    have e1 : ∀ x : ℝ, 2 * (x / 2) = x := fun x => by ring
    have e2 : ∀ x : ℝ, x / 2 * 2 = x := fun x => by ring
    have hp : ∀ μ ν, skewGamma μ * skewGamma ν = fromBlocks
        (metric ν • (pauli μ * pauli ν)) 0 0 (metric μ • (pauli μ * pauli ν)) := by
      intro μ ν
      simp only [skewGamma, fromBlocks_multiply, Matrix.zero_mul, Matrix.mul_zero,
        Matrix.smul_mul, Matrix.mul_smul, zero_add, add_zero, smul_zero, smul_smul, e1, e2]
    intro μ ν
    have hU : metric ν • (pauli μ * pauli ν) + metric μ • (pauli ν * pauli μ)
        = (2 * (if μ = ν then metric μ else 0)) • (1 : Matrix (Fin 2) (Fin 2) ℂ) := by
      by_cases hne : μ = ν
      · subst hne
        rw [if_pos rfl, hS]
        module
      · have hz : metric ν * -(metric μ * metric ν) + metric μ = 0 := by
          linear_combination (-(metric μ)) * q ν
        rw [if_neg hne, hC μ ν hne, smul_smul, ← add_smul]
        simp only [hz, mul_zero, zero_smul]
    have hL : metric μ • (pauli μ * pauli ν) + metric ν • (pauli ν * pauli μ)
        = (2 * (if μ = ν then metric μ else 0)) • (1 : Matrix (Fin 2) (Fin 2) ℂ) := by
      by_cases hne : μ = ν
      · subst hne
        rw [if_pos rfl, hS]
        module
      · have hz : metric μ * -(metric μ * metric ν) + metric ν = 0 := by
          linear_combination (-(metric ν)) * q μ
        rw [if_neg hne, hC μ ν hne, smul_smul, ← add_smul]
        simp only [hz, mul_zero, zero_smul]
    rw [hp, hp, fromBlocks_add, hU, hL, ← fromBlocks_one, fromBlocks_smul, add_zero, smul_zero]
  · intro h
    have h1 := congrArg Complex.re (h.apply (Sum.inl 0) (Sum.inr 0))
    norm_num [skewGamma, pauli, metric, Complex.smul_re] at h1

end

end SpinTraceReality
```

```lean
#print axioms SpinTraceReality.spin_trace_reality
#print axioms SpinTraceReality.conj_chiral_trace
#print axioms SpinTraceReality.trace_gamma5_four
```

```
'SpinTraceReality.spin_trace_reality' depends on axioms: [propext, Classical.choice, Quot.sound]
'SpinTraceReality.conj_chiral_trace' depends on axioms: [propext, Classical.choice, Quot.sound]
'SpinTraceReality.trace_gamma5_four' depends on axioms: [propext, Classical.choice, Quot.sound]
```

## How the proof follows the algebra

`IsClifford.sq` and `IsClifford.anticomm` extract the squares and the anticommutators. `IsClifford.pass` moves a gamma through a word that does not contain it, by induction on the word, with one sign per factor.

`IsClifford.reduce` is the first step of the derivation. Its case split `by_cases hm : m ∈ u` asks whether the new gamma is already present; if so, the word is split around it as `s ++ m :: r`, and `key` is the displayed identity for $g^\mu S\,g^\mu R$. `IsClifford.trace_distinct` is the second step, split by the parity of the length. In the odd case, a word with no gamma missing would have length four, which `omega` refutes.

`IsClifford.trace_word_slash` expands the slashes by induction on the list of vectors. Its statement allows an arbitrary word `w` in front, so each gamma from the first slash can be appended to `w` before the induction hypothesis is applied. When no vectors are left, the two previous lemmas finish the argument. The main theorem uses this lemma twice, with the empty word and with `[0, 1, 2, 3]`, and then multiplies the second trace by $i$.

For `conj_chiral_trace`, real and imaginary parts are compared separately. `trace_gamma5_four` reorders the factors to show $(g^0g^1g^2g^3)^2=-1$. The witness `skewGamma` has off-diagonal blocks $2\sigma_\mu$ and $\tfrac12\eta_\mu\sigma_\mu$, where $\sigma_0$ is the identity and the others are the Pauli matrices. The factors $2$ and $\tfrac12$ cancel in every product of two gammas, so the Clifford relation reduces to Pauli algebra, while in $g^0$ they leave unequal blocks $2\cdot1$ and $\tfrac12\cdot1$, which rules out Hermiticity.
